# With its zero- and infinite-coupling values fixed, a square-root adiabatic-connection interpolation stays finite while its second-order energy diverges

## Where does the infinite slope go?

Let $x$ be the coupling strength in the adiabatic connection of density functional theory, with $x=0$ the Kohn–Sham system and $x=1$ the physical one. The exchange-correlation energy is the integral over $0\le x\le 1$ of an integrand $W(x)$, taken at fixed density. I model it by

$$W(x)=A+\frac{D}{\sqrt{1+2sx/D}},\qquad D>0,\quad s>0 .$$

Here $W(0)=A+D$ is the exact-exchange energy, $A$ is the value in the strong-coupling limit $x\to\infty$, and the initial slope $-s$ is twice the second-order correlation energy of Görling–Levy perturbation theory.

When the Kohn–Sham gap closes, that second-order energy can diverge, so $s\to\infty$. My integral starts exactly where the slope becomes infinite. Why doesn't the divergence reach the interpolated energy? And do I still get the second-order result back when $s$ is small?

## A steeper start on a curve that cannot fall below $A$

The slope fixes only how fast the curve drops, and the curve never drops below $A$. A larger $s$ makes it reach the neighbourhood of $A$ sooner, so its average over $[0,1]$ moves down to $A$ and no further. Second-order theory replaces the curve by its tangent at $x=0$, which has no floor.

### From the slope to the energy

Write $R(x)=\sqrt{1+2sx/D}$, so that $R'(x)=(s/D)/R(x)$ and $R(0)=1$. Then

$$W'(x)=-\frac{D\,R'(x)}{R(x)^2}=-\frac{s}{R(x)^3},\qquad W'(0)=-s .$$

The second-order energy is the integral of the tangent line:

$$E_2=\int_0^1 (A+D-sx)\,dx=A+D-\frac s2 .$$

For the interpolated energy $E$, the function $Ax+(D^2/s)R(x)$ has derivative $A+D/R(x)=W(x)$. With $r=R(1)=\sqrt{1+2s/D}$,

$$E=\int_0^1 W(x)\,dx=A+\frac{D^2}{s}(r-1).$$

Here $s$ appears both in the denominator and inside $r$. Since $D(r^2-1)=2s$, we can replace $1/s$ by $2/[D(r-1)(r+1)]$, which gives

$$E=A+\frac{2D}{1+r}.$$

As $s$ grows, so does $r$. Hence $E$ decreases strictly, stays above $A$, and tends to $A$. Meanwhile $E_2$ falls linearly to $-\infty$.

For small $s$, set $r=1+q$ with $q>0$, so $s=Dq(q+2)/2$. Then

$$E-E_2=\frac{2D}{q+2}-D+\frac{Dq(q+2)}{4}=\frac{Dq^2(q+4)}{4(q+2)}>0 .$$

Because $s^2/(2D)=Dq^2(q+2)^2/8$, we also have

$$\frac{s^2}{2D}-(E-E_2)=\frac{Dq^3(q^2+6q+10)}{8(q+2)}>0 .$$

So $0<E-E_2<s^2/(2D)$: at fixed $D$ the two energies differ only at order $s^2$, and you do recover second-order theory when $s$ is small compared with $D$.

### What the Lean definitions and theorems say

All quantities are real numbers. `integrand A D s x` is $W(x)$, and `energy A D s` is its integral from 0 to 1. `secondOrderEnergy A D s` is the integral of the tangent line, with the slope written as `deriv (integrand A D s) 0`. The expression $A+D-s/2$ is therefore a theorem about the curve and not a definition.

The final theorem, `interpolation_finite_secondOrder_diverges`, takes any real $A$ and any $D>0$ and states three things:

- for every $s>0$, the interpolated energy is greater than $A$ and greater than the second-order energy;
- `Tendsto (energy A D) atTop (𝓝 A)`: the interpolated energy tends to $A$ as $s\to\infty$;
- `Tendsto (secondOrderEnergy A D) atTop atBot`: the second-order energy tends to $-\infty$.

The closed forms, the bound $s^2/(2D)$ and the strict decrease with $s$ are separate theorems.

The condition $D>0$ says that the exchange energy lies above the strong-coupling value, and $s>0$ says that the second-order correlation energy is negative. Both are assumed here, as is the shape of the curve. No electrons, densities or orbitals enter the file, so identifying $A$, $D$ and $s$ with quantities of a real system is a physical reading of three parameters.

The limit also keeps $A$ and $D$ fixed. When a molecule is stretched, the density changes and all three parameters move together; the theorem isolates the effect of $s$. For electronic-structure methods, it shows that a diverging second-order term need not give a diverging energy, within this one model curve and with its values at zero and infinite coupling held fixed. A finite energy need not be an accurate one.

```lean
import Mathlib

open Filter Topology

namespace StrongCouplingInterpolation

noncomputable section

/-- The adiabatic-connection integrand `W(x) = A + D / √(1 + 2 s x / D)` at coupling strength `x`,
meant for `D ≠ 0` and `1 + 2 s x / D > 0`. -/
def integrand (A D s x : ℝ) : ℝ := A + D / √(1 + 2 * s * x / D)

/-- The interpolated energy: the integrand averaged over coupling strengths from 0 to 1. -/
def energy (A D s : ℝ) : ℝ := ∫ x in (0 : ℝ)..1, integrand A D s x

/-- The second-order energy: the integral over coupling strengths from 0 to 1 of the tangent line
to the integrand at zero coupling. -/
def secondOrderEnergy (A D s : ℝ) : ℝ :=
  ∫ x in (0 : ℝ)..1, (integrand A D s 0 + deriv (integrand A D s) 0 * x)

/-- The derivative of `√(1 + 2 s x / D)` with respect to the coupling strength, wherever the
radicand is positive. -/
theorem hasDerivAt_root (D s x : ℝ) (h : 0 < 1 + 2 * s * x / D) :
    HasDerivAt (fun y => √(1 + 2 * s * y / D)) (s / D / √(1 + 2 * s * x / D)) x := by
  have h1 : HasDerivAt (fun y : ℝ => 1 + 2 * s * y / D) (2 * s * 1 / D) x :=
    (((hasDerivAt_id' x).const_mul (2 * s)).div_const D).const_add 1
  have h2 : HasDerivAt (fun y => √(1 + 2 * s * y / D))
      (2 * s * 1 / D / (2 * √(1 + 2 * s * x / D))) x := h1.sqrt h.ne'
  exact h2.congr_deriv (by ring)

/-- For `D > 0` the integrand has slope `-s` at zero coupling. -/
theorem hasDerivAt_integrand_zero (A s : ℝ) {D : ℝ} (hD : 0 < D) :
    HasDerivAt (integrand A D s) (-s) 0 := by
  have h0 : √(1 + 2 * s * 0 / D) = 1 := by simp
  have e : D * (s / D) = s := by field_simp
  have h := hasDerivAt_root D s 0 (by simp)
  have h2 := ((hasDerivAt_const (0 : ℝ) D).fun_div h (by simp)).const_add A
  refine h2.congr_deriv ?_
  simp only [h0]
  linear_combination -e

/-- For `D > 0` the second-order energy is `A + D - s / 2`. -/
theorem secondOrderEnergy_eq (A s : ℝ) {D : ℝ} (hD : 0 < D) :
    secondOrderEnergy A D s = A + D - s / 2 := by
  have h0 : integrand A D s 0 = A + D := by simp [integrand]
  unfold secondOrderEnergy
  rw [(hasDerivAt_integrand_zero A s hD).deriv, h0,
    intervalIntegral.integral_add (Continuous.intervalIntegrable (by fun_prop) _ _)
      (Continuous.intervalIntegrable (by fun_prop) _ _),
    intervalIntegral.integral_const_mul, integral_id, intervalIntegral.integral_const]
  simp only [smul_eq_mul]
  ring

/-- For `D, s > 0` the interpolated energy is `A + (D² / s) (√(1 + 2 s / D) - 1)`. -/
theorem energy_eq (A : ℝ) {D s : ℝ} (hD : 0 < D) (hs : 0 < s) :
    energy A D s = A + D ^ 2 / s * (√(1 + 2 * s / D) - 1) := by
  have hpos : ∀ x ∈ Set.uIcc (0 : ℝ) 1, 0 < 1 + 2 * s * x / D := by
    intro x hx
    rw [Set.uIcc_of_le zero_le_one] at hx
    have hx0 : 0 ≤ x := hx.1
    positivity
  -- an antiderivative of the integrand
  have hF : ∀ x ∈ Set.uIcc (0 : ℝ) 1,
      HasDerivAt (fun y => A * y + D ^ 2 / s * √(1 + 2 * s * y / D)) (integrand A D s x) x := by
    intro x hx
    have h := ((hasDerivAt_id' x).const_mul A).fun_add
      ((hasDerivAt_root D s x (hpos x hx)).const_mul (D ^ 2 / s))
    refine h.congr_deriv ?_
    have e : D ^ 2 / s * (s / D) = D := by field_simp
    unfold integrand
    linear_combination (√(1 + 2 * s * x / D))⁻¹ * e
  have hc : ContinuousOn (integrand A D s) (Set.uIcc 0 1) :=
    continuousOn_const.add (continuousOn_const.div
      (fun x hx => (hasDerivAt_root D s x (hpos x hx)).continuousAt.continuousWithinAt)
      (fun x hx => (Real.sqrt_pos.mpr (hpos x hx)).ne'))
  have key : ∫ x in (0 : ℝ)..1, integrand A D s x =
      (A * 1 + D ^ 2 / s * √(1 + 2 * s * 1 / D)) - (A * 0 + D ^ 2 / s * √(1 + 2 * s * 0 / D)) :=
    intervalIntegral.integral_eq_sub_of_hasDerivAt hF hc.intervalIntegrable
  have h0 : √(1 + 2 * s * 0 / D) = 1 := by simp
  rw [h0, mul_one (2 * s)] at key
  unfold energy
  rw [key]
  ring

/-- For `D, s > 0` the root `r = √(1 + 2 s / D)` exceeds 1, satisfies `D (r² - 1) = 2 s`, and gives
the interpolated energy as `A + 2 D / (1 + r)`. -/
theorem energy_eq_rationalised (A : ℝ) {D s : ℝ} (hD : 0 < D) (hs : 0 < s) :
    1 < √(1 + 2 * s / D) ∧ D * (√(1 + 2 * s / D) ^ 2 - 1) = 2 * s ∧
      energy A D s = A + 2 * D / (1 + √(1 + 2 * s / D)) := by
  have hu : 0 < 2 * s / D := by positivity
  have hr : √(1 + 2 * s / D) ^ 2 = 1 + 2 * s / D := Real.sq_sqrt (by positivity)
  have h1 : 1 < √(1 + 2 * s / D) := Real.lt_sqrt_of_sq_lt (by linarith)
  have e : D * (s / D) = s := by field_simp
  have h2 : D * (√(1 + 2 * s / D) ^ 2 - 1) = 2 * s := by
    linear_combination D * hr + 2 * e
  refine ⟨h1, h2, ?_⟩
  rw [energy_eq A hD hs, div_mul_eq_mul_div]
  congr 1
  rw [div_eq_div_iff hs.ne' (by positivity)]
  linear_combination D * h2

/-- For `D, s > 0` the interpolated energy lies above the second-order energy, by less than
`s² / (2 D)`. -/
theorem energy_sub_secondOrder (A : ℝ) {D s : ℝ} (hD : 0 < D) (hs : 0 < s) :
    0 < energy A D s - secondOrderEnergy A D s ∧
      energy A D s - secondOrderEnergy A D s < s ^ 2 / (2 * D) := by
  obtain ⟨h1, h2, h3⟩ := energy_eq_rationalised A hD hs
  rw [h3, secondOrderEnergy_eq A s hD]
  clear h3
  generalize √(1 + 2 * s / D) = r at *
  -- write the root as 1 + q and eliminate s
  obtain ⟨q, rfl⟩ : ∃ q, r = 1 + q := ⟨r - 1, by ring⟩
  have hq : 0 < q := by linarith
  have hs2 : s = D * ((1 + q) ^ 2 - 1) / 2 := by linarith
  have hne : 1 + (1 + q) ≠ 0 := by positivity
  have e1 : A + 2 * D / (1 + (1 + q)) - (A + D - s / 2) =
      D * q ^ 2 * (q + 4) / (4 * (1 + (1 + q))) := by
    rw [hs2]
    field_simp
    ring
  have e2 : s ^ 2 / (2 * D) - D * q ^ 2 * (q + 4) / (4 * (1 + (1 + q))) =
      D * q ^ 3 * (q ^ 2 + 6 * q + 10) / (8 * (1 + (1 + q))) := by
    rw [hs2]
    field_simp
    ring
  rw [e1]
  exact ⟨by positivity, sub_pos.mp (by rw [e2]; positivity)⟩

/-- For `D > 0` the interpolated energy decreases strictly as `s > 0` grows. -/
theorem energy_strictAntiOn (A : ℝ) {D : ℝ} (hD : 0 < D) :
    StrictAntiOn (energy A D) (Set.Ioi 0) := by
  intro s hs t ht hst
  have hs' : 0 < s := hs
  have ht' : 0 < t := ht
  rw [(energy_eq_rationalised A hD hs').2.2, (energy_eq_rationalised A hD ht').2.2]
  have h1 : 2 * s / D < 2 * t / D := div_lt_div_of_pos_right (by linarith) hD
  have h2 : √(1 + 2 * s / D) < √(1 + 2 * t / D) :=
    Real.sqrt_lt_sqrt (by positivity) (by linarith)
  have h3 : 2 * D / (1 + √(1 + 2 * t / D)) < 2 * D / (1 + √(1 + 2 * s / D)) :=
    div_lt_div_of_pos_left (by positivity) (by positivity) (by linarith)
  linarith

/-- For `D > 0` the interpolated energy tends to `A` as `s` tends to infinity. -/
theorem tendsto_energy (A : ℝ) {D : ℝ} (hD : 0 < D) :
    Tendsto (energy A D) atTop (𝓝 A) := by
  have h1 : Tendsto (fun s : ℝ => 2 * s / D) atTop atTop :=
    (tendsto_id.const_mul_atTop (by norm_num : (0 : ℝ) < 2)).atTop_div_const hD
  have h2 : Tendsto (fun s : ℝ => 1 + √(1 + 2 * s / D)) atTop atTop :=
    tendsto_atTop_add_const_left _ 1
      (Real.tendsto_sqrt_atTop.comp (tendsto_atTop_add_const_left _ 1 h1))
  have h3 : Tendsto (fun s : ℝ => A + 2 * D / (1 + √(1 + 2 * s / D))) atTop (𝓝 A) := by
    simpa using (h2.const_div_atTop (2 * D)).const_add A
  refine h3.congr' ?_
  filter_upwards [eventually_gt_atTop 0] with s hs
  exact (energy_eq_rationalised A hD hs).2.2.symm

/-- For `D > 0` the interpolated energy lies above both `A` and the second-order energy at every
`s > 0`; as `s` tends to infinity it tends to `A`, while the second-order energy tends to minus
infinity. -/
theorem interpolation_finite_secondOrder_diverges (A : ℝ) {D : ℝ} (hD : 0 < D) :
    (∀ s, 0 < s → A < energy A D s ∧ secondOrderEnergy A D s < energy A D s) ∧
      Tendsto (energy A D) atTop (𝓝 A) ∧
      Tendsto (secondOrderEnergy A D) atTop atBot := by
  refine ⟨fun s hs => ⟨?_, sub_pos.mp (energy_sub_secondOrder A hD hs).1⟩,
    tendsto_energy A hD, ?_⟩
  · rw [(energy_eq_rationalised A hD hs).2.2]
    have h : 0 < 2 * D / (1 + √(1 + 2 * s / D)) := by positivity
    linarith
  · -- the second-order energy falls linearly in s
    refine tendsto_atBot.2 fun b => ?_
    filter_upwards [eventually_ge_atTop (2 * (A + D - b))] with s hs
    rw [secondOrderEnergy_eq A s hD]
    linarith

end

end StrongCouplingInterpolation
```

```lean
#print axioms StrongCouplingInterpolation.energy_strictAntiOn
#print axioms StrongCouplingInterpolation.interpolation_finite_secondOrder_diverges
```

```
'StrongCouplingInterpolation.energy_strictAntiOn' depends on axioms: [propext, Classical.choice, Quot.sound]
'StrongCouplingInterpolation.interpolation_finite_secondOrder_diverges' depends on axioms: [propext, Classical.choice, Quot.sound]
```

### How the lemmas carry the calculation

`hasDerivAt_root` is the formula for $R'(x)$, obtained from the chain rule wherever the radicand is positive. `hasDerivAt_integrand_zero` applies the quotient rule at $x=0$, where the root equals 1, and uses $D(s/D)=s$ to find the slope $-s$. `secondOrderEnergy_eq` puts this slope into the tangent line and integrates the constant and linear terms separately.

`energy_eq` is the integration by antiderivative. Its step `hpos` shows that the radicand is positive on all of $[0,1]$, `hF` differentiates $Ax+(D^2/s)R(x)$, and `hc` supplies the continuity of the integrand. The fundamental theorem of calculus, `intervalIntegral.integral_eq_sub_of_hasDerivAt`, then gives the difference of the end-point values.

`energy_eq_rationalised` proves $r>1$ and $D(r^2-1)=2s$, then the form without $s$ in a denominator. After cross-multiplication, the required identity is $D$ times the relation already proved, which is what `linear_combination D * h2` says.

`energy_sub_secondOrder` compares the two energies. It replaces the root by a variable $r$, writes $r=1+q$, and eliminates $s$. The equations `e1` and `e2` are the two explicit fractions derived above. Every factor in them is positive, so `positivity` settles both inequalities.

`energy_strictAntiOn` follows the chain from larger $s$ to larger root, larger denominator and smaller energy. `tendsto_energy` sends the denominator $1+r$ to infinity; since the rationalised form was proved for $s>0$, the proof uses the fact that the limit depends only on large $s$.

The final theorem combines the lower bound from `energy_sub_secondOrder` with the limit from `tendsto_energy`. It adds the positivity of $2D/(1+r)$, which gives $E>A$, and the divergence of the tangent energy: for any real $b$, once $s\ge 2(A+D-b)$ the second-order energy is at most $b$.

### The formula in a Kohn–Sham calculation

A converged Kohn–Sham calculation supplies orbitals and orbital energies. The occupied orbitals give the exact-exchange energy $E_x$. Occupied and virtual orbitals together give the second-order correlation energy $E_c^{(2)}$, a sum over excitations with orbital-energy differences in the denominators; these are the terms that can blow up as the gap closes. The strong-coupling value $W_\infty$ comes from a separate model, typically an approximate functional of the density. The parameters are then

$$A=W_\infty,\qquad D=E_x-W_\infty,\qquad s=-2E_c^{(2)} .$$

Subtracting $E_x=A+D$ from the rationalised energy leaves the correlation energy to be added to the exchange energy:

$$E_c=-D\,\frac{r-1}{r+1},\qquad r=\sqrt{1+2s/D}.$$

At small $s$ this form is also numerically safer than $(D^2/s)(r-1)-D$, which divides the rounding error of $r-1$ by a small number. It still subtracts two nearly equal numbers in $r-1$; the equal expression $E_c=-2s/(1+r)^2$ avoids that as well.

Take $D=4$ in some energy unit, with values of $s$ chosen to give simple roots:

| $s$ | $r$ | interpolated $E_c$ | second-order $-s/2$ |
|---|---|---|---|
| 2.5 | 1.5 | −0.80 | −1.25 |
| 16 | 3 | −2.00 | −8 |
| 880 | 21 | −3.64 | −440 |

The interpolated correlation energy approaches $-D=-4$, which is the exchange-correlation energy approaching $A$, while the second-order column keeps growing in magnitude in proportion to $s$.
